# The repulsive Hubbard atom at μ = U: density 4/3 in the zero-temperature limit

## Four occupation states and their Boltzmann average

A Hubbard atom is one site with occupations $n_\uparrow,n_\downarrow\in\{0,1\}$. The interaction is $U$, the chemical potential $\mu$ and the inverse temperature $\beta$, all real numbers. The offset $x=\mu-U/2$ is the chemical potential measured from the particle–hole symmetric point $\mu=U/2$, where the atom holds one particle on average.

In Lean 4 with Mathlib:

```lean
import Mathlib

open Filter Topology

namespace HubbardAtomFilling

noncomputable section
```

A state is a pair in `Fin 2 × Fin 2`, whose entries are $n_\uparrow$ and $n_\downarrow$. Its particle number is $N=n_\uparrow+n_\downarrow$.

```lean
/-- Particle number of an occupation state (up, down) of the atom. -/
def number (s : Fin 2 × Fin 2) : ℝ := (s.1.val : ℝ) + (s.2.val : ℝ)
```

The energy includes the chemical-potential term: $\varepsilon=Un_\uparrow n_\downarrow-\mu N$.

```lean
/-- Grand-canonical energy of an occupation state: the interaction `U` is added for double
occupation, and the chemical potential `μ` is subtracted once for each particle. -/
def energy (U μ : ℝ) (s : Fin 2 × Fin 2) : ℝ :=
  U * (s.1.val : ℝ) * (s.2.val : ℝ) - μ * number s
```

The partition function is $Z=\sum e^{-\beta\varepsilon}$ over the four states.

```lean
/-- Grand partition function: the sum of the Boltzmann weights of the four states. -/
def partitionFunction (β U μ : ℝ) : ℝ := ∑ s, Real.exp (-(β * energy U μ s))
```

The density is $n=Z^{-1}\sum N e^{-\beta\varepsilon}$. This average is the starting point; since the atomic Hamiltonian is diagonal in the occupations, no operators are constructed.

```lean
/-- Density of the atom: the thermal average of the particle number. -/
def density (β U μ : ℝ) : ℝ :=
  (∑ s, number s * Real.exp (-(β * energy U μ s))) / partitionFunction β U μ
```

## The density as a hyperbolic function

Write $a=e^{\beta x}$ and $E=e^{\beta U/2}$. The empty state has weight $1$, each singly occupied state $Ea$, and the doubly occupied state $e^{-\beta(U-2\mu)}=a^2$. Hence

$$n=\frac{2Ea+2a^2}{1+2Ea+a^2},\qquad n-1=\frac{a^2-1}{1+2Ea+a^2}.$$

Dividing numerator and denominator by $2a$ gives

$$n-1=\frac{\sinh\beta x}{\cosh\beta x+e^{\beta U/2}}.$$

```lean
/-- Closed form of the doping: with the chemical potential measured from `U/2`,
`n - 1 = sinh (β x) / (cosh (β x) + exp (β U / 2))`. -/
theorem density_sub_one (β U x : ℝ) :
    density β U (U / 2 + x) - 1 =
      Real.sinh (β * x) / (Real.cosh (β * x) + Real.exp (β * U / 2)) := by
  have n00 : number (0, 0) = 0 := by simp [number]
  have n01 : number (0, 1) = 1 := by simp [number]
  have n10 : number (1, 0) = 1 := by simp [number]
  have n11 : number (1, 1) = 2 := by norm_num [number]
  -- the four Boltzmann weights
  have w00 : Real.exp (-(β * energy U (U / 2 + x) (0, 0))) = 1 := by
    simp [energy, n00]
  have w01 : Real.exp (-(β * energy U (U / 2 + x) (0, 1))) =
      Real.exp (β * U / 2) * Real.exp (β * x) := by
    have e : energy U (U / 2 + x) (0, 1) = -(U / 2 + x) := by simp [energy, n01]
    rw [e, ← Real.exp_add]
    congr 1
    ring
  have w10 : Real.exp (-(β * energy U (U / 2 + x) (1, 0))) =
      Real.exp (β * U / 2) * Real.exp (β * x) := by
    have e : energy U (U / 2 + x) (1, 0) = -(U / 2 + x) := by simp [energy, n10]
    rw [e, ← Real.exp_add]
    congr 1
    ring
  have w11 : Real.exp (-(β * energy U (U / 2 + x) (1, 1))) =
      Real.exp (β * x) * Real.exp (β * x) := by
    have e : energy U (U / 2 + x) (1, 1) = U - (U / 2 + x) * 2 := by simp [energy, n11]
    rw [e, ← Real.exp_add]
    congr 1
    ring
  have hab : Real.exp (β * x) * Real.exp (-(β * x)) = 1 := by
    rw [← Real.exp_add, add_neg_cancel, Real.exp_zero]
  have hn : density β U (U / 2 + x) =
      (2 * Real.exp (β * U / 2) * Real.exp (β * x) + 2 * Real.exp (β * x) ^ 2) /
      (1 + 2 * Real.exp (β * U / 2) * Real.exp (β * x) + Real.exp (β * x) ^ 2) := by
    unfold density partitionFunction
    simp only [Fintype.sum_prod_type, Fin.sum_univ_two, n00, n01, n10, n11,
      w00, w01, w10, w11]
    congr 1 <;> ring
  rw [hn, Real.sinh_eq, Real.cosh_eq, div_sub_one (by positivity),
    div_eq_div_iff (by positivity) (by positivity)]
  linear_combination (Real.exp (β * x) + Real.exp (β * U / 2)) * hab
```

This holds for all real $\beta,U,x$. The facts `w00` to `w11` are the four weights and `hn` is the first fraction. The last line checks the cross-multiplied identity using $e^{\beta x}e^{-\beta x}=1$.

## Exponential approach to the plateaus

For $\beta\ge0$, $|\sinh\beta x|\le e^{\beta|x|}/2$, and the denominator is at least $e^{\beta U/2}$. Therefore

$$|n-1|\le\tfrac12e^{-\beta(U/2-|x|)}.$$

For $|x|<U/2$ the right side vanishes as $\beta\to\infty$, so $n$ tends to 1.

```lean
/-- At nonnegative inverse temperature the density differs from one by at most
`exp (-β (U/2 - |x|)) / 2`. -/
theorem abs_density_sub_one_le {β : ℝ} (hβ : 0 ≤ β) (U x : ℝ) :
    |density β U (U / 2 + x) - 1| ≤ Real.exp (-(β * (U / 2 - |x|))) / 2 := by
  have hc := Real.cosh_pos (β * x)
  have hD : 0 < Real.cosh (β * x) + Real.exp (β * U / 2) := by positivity
  have key : Real.exp (-(β * (U / 2 - |x|))) * Real.exp (β * U / 2) =
      Real.exp (β * |x|) := by
    rw [← Real.exp_add]
    congr 1
    ring
  rw [density_sub_one, abs_div, abs_of_pos hD, Real.abs_sinh, abs_mul, abs_of_nonneg hβ,
    div_le_iff₀ hD, Real.sinh_eq]
  nlinarith [mul_pos (Real.exp_pos (-(β * (U / 2 - |x|)))) hc,
    Real.exp_pos (-(β * |x|))]
```

Here `key` combines the exponentials, and `nlinarith` supplies the two estimates after the denominator has been cleared.

Near double occupation, subtract the closed form from 1:

$$2-n=\frac{e^{-\beta x}+e^{\beta U/2}}{\cosh\beta x+e^{\beta U/2}}>0.$$

If $\beta\ge0$ and $x\ge-U/2$, then $e^{-\beta x}\le e^{\beta U/2}$. The numerator is at most $2e^{\beta U/2}$ and the denominator at least $e^{\beta x}/2$, so

$$0<2-n\le4e^{-\beta(x-U/2)}.$$

For $U>0$ and $x>U/2$ this forces $n\to2$.

```lean
/-- At nonnegative inverse temperature and for `x ≥ -U/2`, the density lies below two,
by at most `4 exp (-β (x - U/2))`. -/
theorem two_sub_density_bounds {β U x : ℝ} (hβ : 0 ≤ β) (hx : -(U / 2) ≤ x) :
    0 < 2 - density β U (U / 2 + x) ∧
      2 - density β U (U / 2 + x) ≤ 4 * Real.exp (-(β * (x - U / 2))) := by
  have hc := Real.cosh_pos (β * x)
  have hD : 0 < Real.cosh (β * x) + Real.exp (β * U / 2) := by positivity
  have h : 2 - density β U (U / 2 + x) =
      (Real.exp (-(β * x)) + Real.exp (β * U / 2)) /
        (Real.cosh (β * x) + Real.exp (β * U / 2)) := by
    have h1 := density_sub_one β U x
    rw [eq_div_iff hD.ne'] at h1 ⊢
    rw [Real.sinh_eq, Real.cosh_eq] at h1
    rw [Real.cosh_eq]
    linear_combination -h1
  rw [h]
  refine ⟨by positivity, ?_⟩
  have hb : Real.exp (-(β * x)) ≤ Real.exp (β * U / 2) :=
    Real.exp_le_exp.mpr (by nlinarith [mul_nonneg hβ (neg_le_iff_add_nonneg.mp hx)])
  have key : Real.exp (-(β * (x - U / 2))) * Real.exp (β * x) = Real.exp (β * U / 2) := by
    rw [← Real.exp_add]
    congr 1
    ring
  rw [div_le_iff₀ hD, Real.cosh_eq]
  nlinarith [mul_pos (Real.exp_pos (-(β * (x - U / 2)))) (Real.exp_pos (-(β * x))),
    mul_pos (Real.exp_pos (-(β * (x - U / 2)))) (Real.exp_pos (β * U / 2))]
```

The fact `h` is the fraction for $2-n$, and `hb` is the comparison of exponentials that uses $x\ge-U/2$.

## The edge on the scale of the temperature

Let $U>0$ and $\mu=U+s/\beta$, where $s$ is now a fixed real number. Then $\beta x=\beta U/2+s$. Taking $e^{\beta U/2}/2$ out of numerator and denominator leaves

$$n-1=\frac{e^s-e^{-s}e^{-\beta U}}{e^s+e^{-s}e^{-\beta U}+2}\;\longrightarrow\;\frac{e^s}{e^s+2}.$$

```lean
/-- Thermal profile of the plateau edge: for `U > 0` and chemical potential `U + s/β`,
the density tends to `1 + exp s / (exp s + 2)` as `β` grows. -/
theorem tendsto_density_edge_window {U : ℝ} (hU : 0 < U) (s : ℝ) :
    Tendsto (fun β : ℝ => density β U (U + s / β)) atTop
      (𝓝 (1 + Real.exp s / (Real.exp s + 2))) := by
  have hq : Tendsto (fun β : ℝ => Real.exp (-(β * U))) atTop (𝓝 0) :=
    Real.tendsto_exp_neg_atTop_nhds_zero.comp (tendsto_id.atTop_mul_const hU)
  have hnum : Tendsto (fun β : ℝ => Real.exp s - Real.exp (-s) * Real.exp (-(β * U)))
      atTop (𝓝 (Real.exp s)) := by
    simpa using tendsto_const_nhds.sub (hq.const_mul (Real.exp (-s)))
  have hden : Tendsto (fun β : ℝ => Real.exp s + Real.exp (-s) * Real.exp (-(β * U)) + 2)
      atTop (𝓝 (Real.exp s + 2)) := by
    simpa using (tendsto_const_nhds.add (hq.const_mul (Real.exp (-s)))).add_const 2
  refine ((hnum.div hden (by positivity)).const_add 1).congr' ?_
  filter_upwards [eventually_gt_atTop 0] with β hβ
  have hc : β * (s / β) = s := by field_simp
  have h := density_sub_one β U (U / 2 + s / β)
  rw [show U / 2 + (U / 2 + s / β) = U + s / β by ring,
    show β * (U / 2 + s / β) = β * U / 2 + s by linear_combination hc] at h
  -- take the common factor exp (β U / 2) out of numerator and denominator
  have e1 : Real.exp (β * U / 2 + s) = Real.exp (β * U / 2) * Real.exp s := Real.exp_add _ _
  have e2 : Real.exp (-(β * U / 2 + s)) =
      Real.exp (β * U / 2) * (Real.exp (-s) * Real.exp (-(β * U))) := by
    rw [← Real.exp_add, ← Real.exp_add]
    congr 1
    ring
  have hs : Real.sinh (β * U / 2 + s) = Real.exp (β * U / 2) / 2 *
      (Real.exp s - Real.exp (-s) * Real.exp (-(β * U))) := by
    rw [Real.sinh_eq, e1, e2]
    ring
  have hd : Real.cosh (β * U / 2 + s) + Real.exp (β * U / 2) = Real.exp (β * U / 2) / 2 *
      (Real.exp s + Real.exp (-s) * Real.exp (-(β * U)) + 2) := by
    rw [Real.cosh_eq, e1, e2]
    ring
  rw [hs, hd, mul_div_mul_left _ _ (by positivity)] at h
  simp only [Pi.div_apply]
  linarith
```

`Tendsto … atTop` expresses $\beta\to\infty$. The limits of numerator and denominator are `hnum` and `hden`; `hs` and `hd` extract the common factor for $\beta>0$.

At $s=0$ the limit is $1+\frac13=\frac43$. At $\mu=U$ the two singly occupied states and the doubly occupied state all have energy $-U$, while the empty state lies at $0$; the equal-weight average is $(1+1+2)/3$. The midpoint density $3/2$ is instead the limit at $s=\ln2$.

```lean
/-- For `U > 0` the density exactly at the plateau edge `μ = U` tends to `4/3`
as `β` grows. -/
theorem tendsto_density_edge {U : ℝ} (hU : 0 < U) :
    Tendsto (fun β : ℝ => density β U U) atTop (𝓝 (4 / 3)) := by
  have h := tendsto_density_edge_window hU 0
  simp only [zero_div, add_zero, Real.exp_zero] at h
  rwa [show (1 + 1 / (1 + 2) : ℝ) = 4 / 3 by norm_num] at h
```

Weakening $U>0$ to $U\ge0$ makes this false: for $U=0$ and $\mu=0$ all four states have equal weight, and the density is 1 at every $\beta$.

## Chemical potential for a prescribed density

Set $n=1+m$ with $-1<m<1$. Multiplying the closed form by its denominator and by $2a$ gives

$$(1-m)a^2-2mEa-(1+m)=0.$$

Multiply by $1-m$ and complete the square:

$$\big((1-m)a-mE\big)^2=m^2E^2+1-m^2.$$

The square root exceeds $|mE|$, so the lower root would make $a$ negative. Hence

$$e^{\beta x}=\frac{mE+\sqrt{m^2E^2+1-m^2}}{1-m}.$$

```lean
/-- Filling control: for a target doping `m` strictly between `-1` and `1`, the density is
`1 + m` exactly when `exp (β x)` has the stated value, where `μ = U/2 + x`. -/
theorem density_eq_iff (β U x : ℝ) {m : ℝ} (hm : -1 < m) (hm' : m < 1) :
    density β U (U / 2 + x) = 1 + m ↔
      Real.exp (β * x) = (m * Real.exp (β * U / 2) +
        Real.sqrt ((m * Real.exp (β * U / 2)) ^ 2 + 1 - m ^ 2)) / (1 - m) := by
  have h0 := density_sub_one β U x
  rw [Real.sinh_eq, Real.cosh_eq, eq_div_iff (by positivity)] at h0
  have hab : Real.exp (β * x) * Real.exp (-(β * x)) = 1 := by
    rw [← Real.exp_add, add_neg_cancel, Real.exp_zero]
  have ha := Real.exp_pos (β * x)
  have hb := Real.exp_pos (-(β * x))
  have hE := Real.exp_pos (β * U / 2)
  set a := Real.exp (β * x)
  set b := Real.exp (-(β * x))
  set E := Real.exp (β * U / 2)
  have h1m : 0 < 1 - m := by linarith
  have hm2 : 0 < 1 - m ^ 2 := by nlinarith
  rw [eq_div_iff h1m.ne']
  constructor
  · intro h
    rw [h] at h0
    -- the quadratic equation for a, with the square completed
    have hsq : ((1 - m) * a - m * E) ^ 2 = (m * E) ^ 2 + 1 - m ^ 2 := by
      linear_combination (-2 * a * (1 - m)) * h0 + (1 - m) * (1 + m) * hab
    -- positivity of a selects the upper root
    have hr : 0 ≤ (1 - m) * a - m * E := by
      by_contra hneg
      have hlt := lt_of_not_ge hneg
      have h1 : 0 < (1 - m) * a := mul_pos h1m ha
      have h2 : 0 < m * E - ((1 - m) * a - m * E) := by linarith
      nlinarith [mul_pos h1 h2]
    rw [← hsq, Real.sqrt_sq hr]
    ring
  · intro h
    have hS : 0 ≤ (m * E) ^ 2 + 1 - m ^ 2 := by nlinarith [sq_nonneg (m * E)]
    have hr : (1 - m) * a - m * E = Real.sqrt ((m * E) ^ 2 + 1 - m ^ 2) := by linarith
    have hsq : ((1 - m) * a - m * E) ^ 2 = (m * E) ^ 2 + 1 - m ^ 2 := by
      rw [hr]
      exact Real.sq_sqrt hS
    have hK : 2 * a * (1 - m) * ((a + b) / 2 + E) ≠ 0 := by positivity
    apply mul_left_cancel₀ hK
    linear_combination (2 * a * (1 - m)) * h0 + hsq - (1 - m) * (1 + m) * hab

end

end HubbardAtomFilling
```

The forward direction obtains the completed square as `hsq` and selects the root through `hr`; the converse reverses the algebra and cancels the nonzero factor `hK`. For $\beta>0$, a logarithm then yields $x$ and $\mu=U/2+x$.

In determinant quantum Monte Carlo, these formulas provide a reference for tuning the filling at zero hopping, where the lattice separates into independent atoms; they do not give the density of a lattice with hopping.

```lean
#print axioms HubbardAtomFilling.abs_density_sub_one_le
-- 'HubbardAtomFilling.abs_density_sub_one_le' depends on axioms: [propext, Classical.choice, Quot.sound]
#print axioms HubbardAtomFilling.two_sub_density_bounds
-- 'HubbardAtomFilling.two_sub_density_bounds' depends on axioms: [propext, Classical.choice, Quot.sound]
#print axioms HubbardAtomFilling.tendsto_density_edge
-- 'HubbardAtomFilling.tendsto_density_edge' depends on axioms: [propext, Classical.choice, Quot.sound]
#print axioms HubbardAtomFilling.density_eq_iff
-- 'HubbardAtomFilling.density_eq_iff' depends on axioms: [propext, Classical.choice, Quot.sound]
```
